# In a cosine egg-box potential the total energy is conserved, but in general the total momentum is not

## One atom on a grid

Place a single atom of mass \(m\) at position \(x\) on a line, with nothing to interact with. In free space its energy would not depend on \(x\). In a calculation on a real-space grid of spacing \(h\), the computed energy usually varies a little as the atom moves between grid points. This is the egg-box effect. Model it by one cosine of amplitude \(A\),

\[
u(s) = A\cos\frac{2\pi s}{h}.
\]

Newton's equation with velocity \(v=\dot x\) is then

\[
m\dot v = -u'(x) = \frac{2\pi A}{h}\sin\frac{2\pi x}{h}.
\]

The energy \(\tfrac12 mv^2+u(x)\) changes at the rate \(v\,(m\dot v+u'(x))=0\). The momentum \(mv\) changes at the rate \(2\pi A/h\) when the atom passes \(x=h/4\). The potential is fixed in time, which protects the energy, but it is also fixed in space, so it can push the atom.

## Finitely many interacting atoms

Let atoms labelled by \(i\) have positive masses \(m_i\), positions \(x_i\) and velocities \(v_i\). Their potential energy is

\[
U(x)=V(x)+\sum_i u(x_i),
\]

where the interaction \(V\) is differentiable and does not change when all atoms are shifted by the same distance \(c\). The force on atom \(i\) is \(F_i=-\partial U/\partial x_i\), and the equations of motion are \(\dot x_i=v_i\) and \(\frac{d}{dt}(m_iv_i)=F_i\).

Along every such motion the total energy \(E=\sum_i \tfrac12 m_iv_i^2+U(x)\) is constant, while the total momentum \(P=\sum_i m_iv_i\) obeys

\[
\frac{dP}{dt}=\frac{2\pi A}{h}\sum_i\sin\frac{2\pi x_i}{h}.
\]

For two atoms with \(V=W(x_0-x_1)\), the rate is \(4\pi A/h\) at any moment when \(x_0=h/4\) and \(x_1=5h/4\). Moreover, if there is at least one atom and \(h\neq0\), the net force vanishes in every configuration exactly when \(A=0\).

For molecular dynamics with real-space electronic structure, the model shows that a constant total energy is no evidence of translation invariance, at least when the grid error is a single cosine per atom and the forces are exact derivatives of the energy.

## Energy, momentum and the net force

**Energy.** By the chain rule, the potential energy changes at the rate \(\sum_i v_i\,\partial U/\partial x_i=-\sum_i v_iF_i\). The masses are constant, so the kinetic energy changes at the rate \(\sum_i m_iv_i\dot v_i=\sum_i v_iF_i\). The two rates cancel at every time, and a function whose derivative is zero everywhere on the time axis is constant.

**Internal forces.** Translation invariance says \(V(x_i+c \text{ for all } i)=V(x)\) for every \(c\). Differentiating with respect to \(c\) at \(c=0\) gives

\[
\sum_i\frac{\partial V}{\partial x_i}=0,
\]

so the interaction exerts no net force.

**Momentum.** Summing Newton's equations leaves only the grid terms:

\[
\frac{dP}{dt}=\sum_iF_i=-\sum_i u'(x_i)=\frac{2\pi A}{h}\sum_i\sin\frac{2\pi x_i}{h}.
\]

**Two atoms.** The difference \(x_0-x_1\) is unchanged by a common shift, so \(W(x_0-x_1)\) is an admissible interaction. At \(x_0=h/4\) the phase is \(\pi/2\); at \(x_1=5h/4\) it is \(\pi/2+2\pi\). Both sines equal one, and the rate is \((2\pi A/h)\cdot2=4\pi A/h\).

**Vanishing amplitude.** If \(A=0\), the net force is zero everywhere. Conversely, suppose it is zero in every configuration. With all \(N\geq1\) atoms at \(h/4\), this reads \(2\pi AN/h=0\), hence \(A=0\). Zero net force in an arbitrarily chosen single configuration would not suffice: two atoms at \(h/4\) and \(3h/4\) feel opposite grid forces for any \(A\).

## Two atoms in numbers

Take \(A=1\) meV and \(h=0.2\) Å, with atoms at \(0.05\) Å and \(1.25\) Å. These positions are \(0.25\,h\) and \(6.25\,h\), so both sines equal one. The grid pushes each atom with

\[
\frac{2\pi\cdot0.001\ \text{eV}}{0.2\ \text{Å}}\approx0.0314\ \text{eV/Å},
\]

and the total momentum changes at the rate \(0.0628\) eV/Å. Move the second atom to \(1.35\) Å, which is \(6.75\,h\), and its sine becomes \(-1\): the net force is zero, although each atom still feels a spurious force.

## Trajectories and forces in Lean

The atoms are labelled by a finite type `ι`, and a configuration is a function `x : ι → ℝ`. The definition `eggBox` is \(u\), and `potential V A h` is \(U\). It puts a grid point at the origin, and for positive \(A\) the grid energy is highest at the grid points.

The definition `force` takes the Fréchet derivative of the potential energy, applies it to the unit displacement `Pi.single i 1` of atom `i`, and changes the sign. The structure `IsTrajectory` contains only the equations of motion, for all real times; neither the conservation of energy nor the rate of change of momentum is built in. That a trajectory exists is assumed, not derived.

The hypothesis `hinv` expresses translation invariance. It stands for the physical requirement that the true interaction depends only on relative positions. In `two_atoms` it is not a hypothesis, because the form `W (y 0 - y 1)` supplies it. The two masses may differ, and the velocities at the moment in question are arbitrary.

Differentiability is required everywhere, including where atoms coincide, so a bare Coulomb repulsion is not covered, whereas a smoothly softened one is. The model is one-dimensional and classical, and its grid error has a single harmonic with the same amplitude for every atom. The theorem `eggBox_effect` does not require `h ≠ 0`, but only a nonzero spacing has the physical meaning described here.

```lean
import Mathlib

open Real

namespace EggBoxEffect

noncomputable section

variable {ι : Type*} [Fintype ι] [DecidableEq ι]

/-- The spurious potential `A cos(2πs/h)` felt by one atom at position `s` on a grid of
spacing `h ≠ 0`. -/
def eggBox (A h s : ℝ) : ℝ := A * cos (2 * π * s / h)

/-- Potential energy of the atoms: their interaction `V` plus the egg-box term of each atom,
for grid spacing `h ≠ 0`. -/
def potential (V : (ι → ℝ) → ℝ) (A h : ℝ) (x : ι → ℝ) : ℝ :=
  V x + ∑ i, eggBox A h (x i)

/-- The force on atom `i`: minus the partial derivative of the potential energy `U`
with respect to its position, where `U` is differentiable. -/
def force (U : (ι → ℝ) → ℝ) (x : ι → ℝ) (i : ι) : ℝ :=
  -(fderiv ℝ U x (Pi.single i 1))

/-- Total energy, kinetic plus potential. -/
def energy (m : ι → ℝ) (U : (ι → ℝ) → ℝ) (x v : ι → ℝ) : ℝ :=
  ∑ i, m i * v i ^ 2 / 2 + U x

/-- Total momentum. -/
def momentum (m v : ι → ℝ) : ℝ := ∑ i, m i * v i

/-- Positions `x` and velocities `v` obey Newton's equations for masses `m` and
potential energy `U`. -/
structure IsTrajectory (m : ι → ℝ) (U : (ι → ℝ) → ℝ) (x v : ℝ → ι → ℝ) : Prop where
  velocity : ∀ t i, HasDerivAt (fun s => x s i) (v t i) t
  newton : ∀ t i, HasDerivAt (fun s => m i * v s i) (force U (x t) i) t

/-- Where the potential energy `U` is differentiable, its derivative along a velocity `v` is minus
the power delivered by the forces. -/
theorem fderiv_eq_neg_power (U : (ι → ℝ) → ℝ) (x v : ι → ℝ) :
    fderiv ℝ U x v = -∑ i, v i * force U x i := by
  have hv : v = ∑ i, v i • (Pi.single i 1 : ι → ℝ) := by
    ext j
    simp [Finset.sum_apply, Pi.single_apply]
  calc fderiv ℝ U x v = fderiv ℝ U x (∑ i, v i • (Pi.single i 1 : ι → ℝ)) :=
        congrArg _ hv
    _ = ∑ i, v i * fderiv ℝ U x (Pi.single i 1) := by
        rw [map_sum]
        simp only [map_smul, smul_eq_mul]
    _ = -∑ i, v i * force U x i := by
        simp only [force, mul_neg, Finset.sum_neg_distrib, neg_neg]

/-- The forces derived from a differentiable, translation-invariant interaction
sum to zero. -/
theorem internal_forces_cancel {V : (ι → ℝ) → ℝ} (hV : Differentiable ℝ V)
    (hinv : ∀ x c, V (fun i => x i + c) = V x) (x : ι → ℝ) :
    ∑ i, force V x i = 0 := by
  -- differentiate `V` along a rigid shift of all atoms
  have hline : HasDerivAt (fun c : ℝ => (fun i => x i + c : ι → ℝ)) (fun _ => 1) 0 :=
    hasDerivAt_pi.2 fun i => (hasDerivAt_id' (0 : ℝ)).const_add (x i)
  have hd : HasFDerivAt V (fderiv ℝ V x) (fun i => x i + (0 : ℝ)) := by
    simpa using (hV x).hasFDerivAt
  have h1 := hd.comp_hasDerivAt (0 : ℝ) hline
  have h2 : HasDerivAt (V ∘ fun c : ℝ => (fun i => x i + c : ι → ℝ)) 0 0 := by
    have e : (V ∘ fun c : ℝ => (fun i => x i + c : ι → ℝ)) = fun _ => V x :=
      funext fun c => hinv x c
    rw [e]
    exact hasDerivAt_const _ _
  have h3 := h1.unique h2
  rw [fderiv_eq_neg_power] at h3
  simp only [one_mul] at h3
  linarith

/-- Atoms with positive masses moving in a differentiable potential keep their
total energy. -/
theorem energy_conserved {m : ι → ℝ} {U : (ι → ℝ) → ℝ} {x v : ℝ → ι → ℝ}
    (hm : ∀ i, 0 < m i) (hU : Differentiable ℝ U) (H : IsTrajectory m U x v) (s t : ℝ) :
    energy m U (x s) (v s) = energy m U (x t) (v t) := by
  have key : ∀ t, HasDerivAt (fun s => energy m U (x s) (v s)) 0 t := by
    intro t
    -- the kinetic energy of each atom grows at the rate force times velocity
    have hk : ∀ i, HasDerivAt (fun s => m i * v s i ^ 2 / 2)
        (v t i * force U (x t) i) t := by
      intro i
      have hne : m i ≠ 0 := (hm i).ne'
      have hv : HasDerivAt (fun s => v s i) (force U (x t) i / m i) t := by
        have e : (fun s => v s i) = fun s => m i * v s i / m i := by
          funext s
          rw [mul_div_cancel_left₀ _ hne]
        rw [e]
        exact (H.newton t i).div_const (m i)
      have e1 : m i * (force U (x t) i / m i) = force U (x t) i := by
        field_simp
      have e2 : (fun s => m i * v s i ^ 2 / 2) = fun s => m i * v s i * v s i / 2 := by
        funext s
        ring
      rw [e2]
      exact (((H.newton t i).fun_mul hv).div_const 2).congr_deriv
        (by linear_combination (v t i / 2) * e1)
    have hp := (hU (x t)).hasFDerivAt.comp_hasDerivAt t (hasDerivAt_pi.2 (H.velocity t))
    have hs := HasDerivAt.fun_sum (u := Finset.univ) fun i _ => hk i
    exact (hs.add hp).congr_deriv (by rw [fderiv_eq_neg_power, add_neg_cancel])
  exact is_const_of_deriv_eq_zero (fun t => (key t).differentiableAt)
    (fun t => (key t).deriv) s t

/-- The derivative of the egg-box potential of one atom. -/
theorem hasDerivAt_eggBox (A h s : ℝ) :
    HasDerivAt (eggBox A h) (-(2 * π * A / h * sin (2 * π * s / h))) s := by
  have h1 : HasDerivAt (fun y : ℝ => 2 * π * y / h) (2 * π / h) s := by
    simpa using ((hasDerivAt_id' s).const_mul (2 * π)).div_const h
  exact (h1.cos.const_mul A).congr_deriv (by ring)

/-- For a differentiable, translation-invariant interaction, the potential energy with egg-box terms
is differentiable and the net force is `(2πA/h) ∑ sin(2πxᵢ/h)`. -/
theorem net_force {V : (ι → ℝ) → ℝ} (hV : Differentiable ℝ V)
    (hinv : ∀ x c, V (fun i => x i + c) = V x) (A h : ℝ) :
    Differentiable ℝ (potential V A h) ∧ ∀ x, ∑ i, force (potential V A h) x i =
      2 * π * A / h * ∑ i, sin (2 * π * x i / h) := by
  have hP : ∀ x, HasFDerivAt (potential V A h) (fderiv ℝ V x +
      ∑ i, (-(2 * π * A / h * sin (2 * π * x i / h))) •
        (ContinuousLinearMap.proj i : (ι → ℝ) →L[ℝ] ℝ)) x := by
    intro x
    have hg : ∀ i, HasFDerivAt (fun y : ι → ℝ => eggBox A h (y i))
        ((-(2 * π * A / h * sin (2 * π * x i / h))) •
          (ContinuousLinearMap.proj i : (ι → ℝ) →L[ℝ] ℝ)) x := by
      intro i
      have ha : HasFDerivAt (fun y : ι → ℝ => y i)
          (ContinuousLinearMap.proj i : (ι → ℝ) →L[ℝ] ℝ) x := hasFDerivAt_apply i x
      have hc := (hasDerivAt_eggBox A h (x i)).comp_hasFDerivAt x ha
      exact hc
    have hs := HasFDerivAt.fun_sum (u := Finset.univ) fun i _ => hg i
    exact (hV x).hasFDerivAt.add hs
  refine ⟨fun x => (hP x).differentiableAt, fun x => ?_⟩
  -- evaluate the derivative on a rigid shift; the interaction drops out
  have q : fderiv ℝ V x (fun _ => 1) = 0 := by
    rw [fderiv_eq_neg_power]
    simp only [one_mul, internal_forces_cancel hV hinv x, neg_zero]
  have p := fderiv_eq_neg_power (potential V A h) x (fun _ => 1)
  rw [(hP x).fderiv] at p
  simp only [add_apply, sum_apply,
    smul_apply, ContinuousLinearMap.proj_apply, smul_eq_mul,
    mul_one, one_mul, q, Finset.sum_neg_distrib, zero_add] at p
  rw [Finset.mul_sum]
  linarith

/-- Egg-box effect: for positive masses and a differentiable, translation-invariant interaction,
along every trajectory the total energy is constant while the total momentum changes at the rate
`(2πA/h) ∑ sin(2πxᵢ/h)`. -/
theorem eggBox_effect {m : ι → ℝ} {V : (ι → ℝ) → ℝ} {A h : ℝ} {x v : ℝ → ι → ℝ}
    (hm : ∀ i, 0 < m i) (hV : Differentiable ℝ V)
    (hinv : ∀ x c, V (fun i => x i + c) = V x)
    (H : IsTrajectory m (potential V A h) x v) :
    (∀ s t, energy m (potential V A h) (x s) (v s) =
      energy m (potential V A h) (x t) (v t)) ∧
    ∀ t, HasDerivAt (fun s => momentum m (v s))
      (2 * π * A / h * ∑ i, sin (2 * π * x t i / h)) t := by
  obtain ⟨hU, hF⟩ := net_force hV hinv A h
  exact ⟨energy_conserved hm hU H, fun t =>
    (HasDerivAt.fun_sum (u := Finset.univ) fun i _ => H.newton t i).congr_deriv (hF (x t))⟩

/-- Two atoms of positive masses that obey Newton's equations with a differentiable interaction
`W(x₀ - x₁)` and egg-box terms, with `h ≠ 0`, keep their total energy, yet whenever atom 0 is at
`h/4` and atom 1 at `5h/4`, their total momentum changes at the rate `4πA/h`. -/
theorem two_atoms {m : Fin 2 → ℝ} {W : ℝ → ℝ} {A h : ℝ} {x v : ℝ → Fin 2 → ℝ}
    (hm : ∀ i, 0 < m i) (hW : Differentiable ℝ W) (hh : h ≠ 0)
    (H : IsTrajectory m (potential (fun y => W (y 0 - y 1)) A h) x v) :
    (∀ s t, energy m (potential (fun y => W (y 0 - y 1)) A h) (x s) (v s) =
      energy m (potential (fun y => W (y 0 - y 1)) A h) (x t) (v t)) ∧
    ∀ t, x t 0 = h / 4 → x t 1 = 5 * h / 4 →
      HasDerivAt (fun s => momentum m (v s)) (4 * π * A / h) t := by
  have hV : Differentiable ℝ (fun y : Fin 2 → ℝ => W (y 0 - y 1)) :=
    hW.comp ((differentiable_apply 0).sub (differentiable_apply 1))
  obtain ⟨hE, hP⟩ := eggBox_effect hm hV (fun y c => by simp only [add_sub_add_right_eq_sub]) H
  refine ⟨hE, fun t h0 h1 => (hP t).congr_deriv ?_⟩
  -- both atoms sit at the same phase of the grid, where the sine equals one
  have e0 : 2 * π * (h / 4) / h = π / 2 := by
    rw [div_eq_iff hh]
    ring
  have e1 : 2 * π * (5 * h / 4) / h = π / 2 + 2 * π := by
    rw [div_eq_iff hh]
    ring
  rw [Fin.sum_univ_two, h0, h1, e0, e1, sin_add_two_pi, sin_pi_div_two]
  ring

/-- For at least one atom, `h ≠ 0` and a differentiable, translation-invariant interaction,
the net force vanishes in every configuration exactly when the egg-box amplitude is zero. -/
theorem net_force_vanishes_iff [Nonempty ι] {V : (ι → ℝ) → ℝ} (hV : Differentiable ℝ V)
    (hinv : ∀ x c, V (fun i => x i + c) = V x) {A h : ℝ} (hh : h ≠ 0) :
    (∀ x, ∑ i, force (potential V A h) x i = 0) ↔ A = 0 := by
  constructor
  · intro H
    -- put every atom at a quarter of the grid spacing
    have h1 := H (fun _ => h / 4)
    have e0 : 2 * π * (h / 4) / h = π / 2 := by
      rw [div_eq_iff hh]
      ring
    rw [(net_force hV hinv A h).2] at h1
    simp only [e0, sin_pi_div_two, Finset.sum_const, Finset.card_univ, nsmul_eq_mul,
      mul_one] at h1
    have hc : (Fintype.card ι : ℝ) ≠ 0 := Nat.cast_ne_zero.2 Fintype.card_ne_zero
    have h2 := (div_eq_zero_iff.1 ((mul_eq_zero.1 h1).resolve_right hc)).resolve_right hh
    exact (mul_eq_zero.1 h2).resolve_left (mul_ne_zero two_ne_zero pi_ne_zero)
  · intro hA x
    rw [(net_force hV hinv A h).2, hA, mul_zero, zero_div, zero_mul]

end

end EggBoxEffect
```

```lean
#print axioms EggBoxEffect.eggBox_effect
-- 'EggBoxEffect.eggBox_effect' depends on axioms: [propext, Classical.choice, Quot.sound]
#print axioms EggBoxEffect.two_atoms
-- 'EggBoxEffect.two_atoms' depends on axioms: [propext, Classical.choice, Quot.sound]
#print axioms EggBoxEffect.net_force_vanishes_iff
-- 'EggBoxEffect.net_force_vanishes_iff' depends on axioms: [propext, Classical.choice, Quot.sound]
```

## From the chain rule to the conservation law

The lemma `fderiv_eq_neg_power` is the chain-rule identity for the potential energy. It writes a velocity as a sum of unit displacements and uses linearity of the derivative. Both the energy argument and the force argument rest on it.

In `energy_conserved`, the step `hk` finds the kinetic rate of one atom. Newton's equation is stated for \(m_iv_i\), so the proof divides by the positive mass to obtain \(\dot v_i\), writes the kinetic energy as \((m_iv_i)v_i/2\), and applies the product rule. The step `hp` differentiates \(U\) along the trajectory. The sum of the rates is zero by `fderiv_eq_neg_power`, and `is_const_of_deriv_eq_zero` turns the zero derivative into equality of the energies at any two times.

## From a rigid shift to the net force

The lemma `internal_forces_cancel` differentiates \(V\) along the line \(c\mapsto x_i+c\) in two ways. The chain rule gives `h1`, and invariance makes the function constant, which gives `h2`. Since a derivative is unique, the two values agree, and the internal forces sum to zero.

The lemma `hasDerivAt_eggBox` differentiates the cosine. In `net_force`, the step `hP` assembles the full derivative of the potential energy from the interaction and the grid terms. The proof then evaluates it on the displacement that moves every atom by one unit. The interaction contributes nothing, by `q`, and the sines remain. The lemma also records that the full potential is differentiable, which the energy theorem needs.

The theorem `eggBox_effect` joins the two results: it takes the energy from `energy_conserved`, and sums Newton's equations to identify the momentum rate with the net force. In `two_atoms`, the equations `e0` and `e1` compute the two phases, after which the periodicity of the sine and its value at \(\pi/2\) give \(4\pi A/h\). In `net_force_vanishes_iff`, the forward direction puts every atom at \(h/4\) and removes the nonzero factors one by one; the reverse direction substitutes \(A=0\) into the force formula.
